# An operator with $QA-AQ=qA$ connects only eigenvectors of a symmetric $Q$ whose eigenvalues differ by $q$

## Does the selection rule need a complete set of eigenvectors?

Suppose $Q$ is symmetric, $QA-AQ=qA$ with $q$ real, $Qu=au$ and $Qv=bv$. Then the matrix element $\langle u,Av\rangle$ is zero unless $a=b+q$. I use this to decide which transition amplitudes I have to compute, with $Q$ a particle number or a component of angular momentum.

My derivation expands $Av$ in a complete orthonormal set of eigenvectors of $Q$ and discards the terms with the wrong eigenvalue. But in one of my problems I know only a few eigenvectors of $Q$, some of them degenerate, and I can't say whether they can be completed to a basis. Is the rule still safe there? And if a table of matrix elements shows exactly this pattern of zeros, may I conclude that the commutation relation holds?

## The rule needs only the two eigenvectors; the converse uses a basis

The rule is safe: $\langle u,Av\rangle=0$ whenever $a\neq b+q$, with $a$ and $b$ real, in a complex inner-product space of any dimension. No other eigenvector of $Q$ enters, and degeneracy makes no difference. Your second conclusion is also correct if the table covers a finite orthonormal basis of the whole space that consists of eigenvectors of $Q$, and there the expansion you describe does its work. A table for only a few of the eigenvectors is not enough.

### Letting $Q$ act to the right and to the left

Apply the commutation relation to $v$:

$$
Q(Av)=A(Qv)+qAv=bAv+qAv=(b+q)Av .
$$

So $A$ shifts the eigenvalue by $q$. If $Av=0$, the equation is still true and the matrix element is zero anyway.

Now use the symmetry of $Q$, that is, $\langle Qu,Av\rangle=\langle u,Q(Av)\rangle$. The inner product is conjugate-linear in its first entry, and $a$ is real, so the left side is

$$
\langle Qu,Av\rangle=\bar a\,\langle u,Av\rangle=a\,\langle u,Av\rangle .
$$

The right side is $(b+q)\langle u,Av\rangle$. Subtracting gives

$$
(a-b-q)\,\langle u,Av\rangle=0 ,
$$

and if $a\neq b+q$ the matrix element vanishes. If $a=b+q$, the equation says nothing about it.

### Several transitions, and operators that commute with $Q$

Let a second operator $B$ satisfy $QB-BQ=rB$ with $r$ real. Adding and subtracting $AQB$ gives

$$
Q(AB)-(AB)Q=(QA-AQ)B+A(QB-BQ)=(q+r)AB .
$$

The shifts therefore add. The identity operator has shift $0$, and each further factor of $A$ adds $q$, so by induction $A^n$ has shift $nq$. Hence $\langle u,A^nv\rangle=0$ if $a\neq b+nq$. For $n=0$ this is the familiar orthogonality of eigenvectors with different eigenvalues.

An operator $H$ that commutes with $Q$ has shift $0$, so $\langle u,Hv\rangle=0$ if $a\neq b$. In a basis of Slater determinants, each of which has a definite particle number, this is why the matrix of a Hamiltonian that commutes with the particle number splits into blocks of fixed particle number.

### From the pattern of zeros back to the commutator

Let $e_i$ be a finite orthonormal basis with $Qe_i=l_ie_i$ and all $l_i$ real. Suppose that $\langle e_i,Ae_j\rangle=0$ whenever $l_i\neq l_j+q$. Expand $Ae_j$ and apply $Q$:

$$
Q(Ae_j)=\sum_i l_i\,\langle e_i,Ae_j\rangle\,e_i=(l_j+q)\sum_i\langle e_i,Ae_j\rangle\,e_i=(l_j+q)Ae_j .
$$

The middle step holds term by term: either $l_i=l_j+q$, or the coefficient is zero. Since $A(Qe_j)=l_jAe_j$, subtraction gives $(QA-AQ)e_j=qAe_j$. Two linear operators that agree on a basis are equal, so $QA-AQ=qA$.

### An allowed transition on $\mathbb C^2$

Write vectors as $(x_0,x_1)$. The number operator $N$ sends this vector to $(0,x_1)$, and the raising operator $R$ sends it to $(0,x_0)$. Then $NR$ sends it to $(0,x_0)$ and $RN$ sends it to zero, so $NR-RN=R$ and the shift is $1$. The normalised vectors $(1,0)$ and $(0,1)$ have numbers $0$ and $1$, and

$$
\langle(0,1),R(1,0)\rangle=\langle(0,1),(0,1)\rangle=1 .
$$

Here the two eigenvalues are different and the matrix element is not zero. For an operator with a nonzero shift, then, $a\neq b$ is not in general enough to forbid a transition.

The Lean file below contains all of these results.

```lean
import Mathlib

open scoped InnerProductSpace

namespace ChargeSelectionRule

noncomputable section

variable {E : Type*} [NormedAddCommGroup E] [InnerProductSpace ℂ E]

/-- The operator `A` carries the charge `q` with respect to `Q` when `QA - AQ = qA`. -/
def CarriesCharge (Q A : Module.End ℂ E) (q : ℝ) : Prop :=
  Q * A - A * Q = (q : ℂ) • A

/-- If `A` carries charge `q` and `Qv = bv`, then `Q(Av) = (b + q)Av`. -/
theorem CarriesCharge.shift {Q A : Module.End ℂ E} {q b : ℝ} {v : E}
    (hA : CarriesCharge Q A q) (hv : Q v = (b : ℂ) • v) :
    Q (A v) = ((b + q : ℝ) : ℂ) • A v := by
  -- apply the commutation relation to the eigenvector
  have h : Q (A v) - A (Q v) = (q : ℂ) • A v := LinearMap.congr_fun hA v
  rw [hv, map_smul] at h
  rw [sub_eq_iff_eq_add.mp h, Complex.ofReal_add, add_smul, add_comm]

/-- Selection rule: let `Q` be symmetric and let `A` carry charge `q`. Between eigenvectors
`u` and `v` of `Q` with real eigenvalues `a` and `b`, the matrix element `⟨u, Av⟩` vanishes
if `a ≠ b + q`. -/
theorem selection_rule {Q A : Module.End ℂ E} {q a b : ℝ} {u v : E}
    (hQ : LinearMap.IsSymmetric Q) (hA : CarriesCharge Q A q)
    (hu : Q u = (a : ℂ) • u) (hv : Q v = (b : ℂ) • v) (hab : a ≠ b + q) :
    ⟪u, A v⟫_ℂ = 0 := by
  -- let `Q` act to the left and to the right
  have h := hQ u (A v)
  rw [hu, hA.shift hv, inner_smul_left, inner_smul_right, Complex.conj_ofReal] at h
  by_contra hne
  exact hab (Complex.ofReal_injective (mul_right_cancel₀ hne h))

/-- Charges add: if `A` carries `q` and `B` carries `r`, then `AB` carries `q + r`. -/
theorem CarriesCharge.mul {Q A B : Module.End ℂ E} {q r : ℝ}
    (hA : CarriesCharge Q A q) (hB : CarriesCharge Q B r) :
    CarriesCharge Q (A * B) (q + r) := by
  unfold CarriesCharge at *
  calc Q * (A * B) - A * B * Q
      = (Q * A - A * Q) * B + A * (Q * B - B * Q) := by noncomm_ring
    _ = ((q + r : ℝ) : ℂ) • (A * B) := by
      rw [hA, hB, smul_mul_assoc, mul_smul_comm, ← add_smul, Complex.ofReal_add]

/-- If `A` carries charge `q`, then its `n`-th power carries charge `nq`. -/
theorem CarriesCharge.pow {Q A : Module.End ℂ E} {q : ℝ}
    (hA : CarriesCharge Q A q) (n : ℕ) : CarriesCharge Q (A ^ n) (n * q) := by
  induction n with
  | zero => simp [CarriesCharge]
  | succ n ih =>
    have hq : ((n + 1 : ℕ) : ℝ) * q = n * q + q := by
      push_cast
      ring
    rw [pow_succ, hq]
    exact ih.mul hA

/-- Selection rule for `n` successive actions of `A`: for symmetric `Q` and `A` of charge `q`,
`⟨u, Aⁿv⟩` vanishes between eigenvectors of `Q` with real eigenvalues `a ≠ b + nq`. -/
theorem selection_rule_pow {Q A : Module.End ℂ E} {q a b : ℝ} {u v : E} (n : ℕ)
    (hQ : LinearMap.IsSymmetric Q) (hA : CarriesCharge Q A q)
    (hu : Q u = (a : ℂ) • u) (hv : Q v = (b : ℂ) • v) (hab : a ≠ b + n * q) :
    ⟪u, (A ^ n) v⟫_ℂ = 0 :=
  selection_rule hQ (hA.pow n) hu hv hab

/-- If `H` commutes with the symmetric operator `Q`, then `H` has no matrix element between
eigenvectors of `Q` with different real eigenvalues. -/
theorem selection_rule_of_commute {Q H : Module.End ℂ E} {a b : ℝ} {u v : E}
    (hQ : LinearMap.IsSymmetric Q) (hH : Commute Q H)
    (hu : Q u = (a : ℂ) • u) (hv : Q v = (b : ℂ) • v) (hab : a ≠ b) :
    ⟪u, H v⟫_ℂ = 0 := by
  -- a commuting operator carries charge zero
  have h0 : CarriesCharge Q H 0 := by
    unfold CarriesCharge
    rw [hH.eq]
    simp
  exact selection_rule hQ h0 hu hv (by simpa using hab)

/-- Converse: let `Q` be diagonal with real eigenvalues in a finite orthonormal basis. If the matrix
elements `⟨eᵢ, Aeⱼ⟩` in this basis vanish whenever the eigenvalues satisfy `lᵢ ≠ lⱼ + q`, as the
selection rule demands, then `A` carries charge `q`. -/
theorem carriesCharge_of_selection_rule {ι : Type*} [Fintype ι]
    {Q A : Module.End ℂ E} {q : ℝ} (e : OrthonormalBasis ι ℂ E) (l : ι → ℝ)
    (hl : ∀ i, Q (e i) = (l i : ℂ) • e i)
    (h : ∀ i j, l i ≠ l j + q → ⟪e i, A (e j)⟫_ℂ = 0) :
    CarriesCharge Q A q := by
  unfold CarriesCharge
  apply e.toBasis.ext
  intro j
  rw [e.coe_toBasis]
  -- only components with eigenvalue `l j + q` survive in the expansion of `A (e j)`
  have key : Q (A (e j)) = ((l j + q : ℝ) : ℂ) • A (e j) := by
    rw [← e.sum_repr' (A (e j)), map_sum, Finset.smul_sum]
    apply Finset.sum_congr rfl
    intro i _
    rw [map_smul, hl]
    by_cases hi : l i = l j + q
    · rw [hi]
      exact smul_comm _ _ _
    · rw [h i j hi]
      simp
  simp only [LinearMap.sub_apply, Module.End.mul_apply, LinearMap.smul_apply, hl, map_smul, key]
  push_cast
  module

/-- The number operator on `ℂ²`, which sends `(x₀, x₁)` to `(0, x₁)`. -/
def numberOp : Module.End ℂ (EuclideanSpace ℂ (Fin 2)) where
  toFun x := !₂[0, x 1]
  map_add' x y := by ext i; fin_cases i <;> simp
  map_smul' c x := by ext i; fin_cases i <;> simp

/-- The raising operator on `ℂ²`, which sends `(x₀, x₁)` to `(0, x₀)`. -/
def raiseOp : Module.End ℂ (EuclideanSpace ℂ (Fin 2)) where
  toFun x := !₂[0, x 0]
  map_add' x y := by ext i; fin_cases i <;> simp
  map_smul' c x := by ext i; fin_cases i <;> simp

/-- On `ℂ²` the number operator is symmetric, the raising operator carries charge `1`, the
vectors `(1, 0)` and `(0, 1)` have number `0` and `1`, and the raising operator has matrix
element `1` between them. -/
theorem selection_rule_witness :
    LinearMap.IsSymmetric numberOp ∧ CarriesCharge numberOp raiseOp 1 ∧
    numberOp !₂[1, 0] = ((0 : ℝ) : ℂ) • !₂[1, 0] ∧
    numberOp !₂[0, 1] = ((1 : ℝ) : ℂ) • !₂[0, 1] ∧
    ⟪(!₂[0, 1] : EuclideanSpace ℂ (Fin 2)), raiseOp !₂[1, 0]⟫_ℂ = 1 := by
  refine ⟨?_, ?_, ?_, ?_, ?_⟩
  · intro x y
    simp [numberOp, PiLp.inner_apply, Fin.sum_univ_two]
  · apply LinearMap.ext
    intro x
    ext i
    fin_cases i <;> simp [numberOp, raiseOp]
  · ext i
    fin_cases i <;> simp [numberOp]
  · ext i
    fin_cases i <;> simp [numberOp]
  · rw [PiLp.inner_apply, Fin.sum_univ_two]
    simp [raiseOp]

end

end ChargeSelectionRule
```

```lean
#print axioms ChargeSelectionRule.selection_rule_pow
#print axioms ChargeSelectionRule.selection_rule_of_commute
#print axioms ChargeSelectionRule.carriesCharge_of_selection_rule
```

```
'ChargeSelectionRule.selection_rule_pow' depends on axioms: [propext, Classical.choice, Quot.sound]
'ChargeSelectionRule.selection_rule_of_commute' depends on axioms: [propext, Classical.choice, Quot.sound]
'ChargeSelectionRule.carriesCharge_of_selection_rule' depends on axioms: [propext, Classical.choice, Quot.sound]
```

### What the Lean statements say about the operators

The space `E` is a complex inner-product space. It need not be finite-dimensional or complete. An operator is an element of `Module.End ℂ E`, a linear map defined on all of `E` with values in `E`, and a product such as `Q * A` means that `A` acts first. The notation `⟪u, A v⟫_ℂ` is the inner product that physicists write as $\langle u|A|v\rangle$, conjugate-linear in the left entry.

`CarriesCharge Q A q` is the commutation relation $QA-AQ=qA$. The word "charge" means the amount by which `A` shifts the eigenvalue of `Q`; it need not be electric charge. For a particle number, a creation operator has $q=1$ and an annihilation operator $q=-1$. For the $z$ component of angular momentum in units of $\hbar$, the ladder operators have $q=\pm1$. The relation is a hypothesis of the selection rule, so for a given physical operator you have to establish it first.

The theorem `selection_rule` takes five hypotheses:

- `hQ` says that $\langle Qx,y\rangle=\langle x,Qy\rangle$ for all vectors $x,y$.
- `hA` is the commutation relation.
- `hu` and `hv` are the eigenvalue equations for `u` and `v`.
- `hab` says that $a\neq b+q$.

The numbers `a`, `b` and `q` have type `ℝ`, and an expression such as `(a : ℂ)` regards the real number as a complex one. The vectors needn't be normalised, and the zero vector is allowed, in which case the conclusion is trivial.

`selection_rule_pow` replaces `A` by `A ^ n`, where `n` is any natural number including zero. In `selection_rule_of_commute` the letter `H` suggests a Hamiltonian, but the operator need not be symmetric; it only has to commute with `Q`. In `carriesCharge_of_selection_rule`, the function `l` lists the eigenvalues of `Q` on the basis `e` and is not an orbital quantum number. That theorem requires a finite basis, whereas the selection rules do not.

The step from this model to many real systems concerns domains. The number operator of a harmonic oscillator, for example, is not defined on every vector of the Hilbert space. You can then take `E` to be a subspace that contains `u` and `v` and that both operators map into itself, such as the finite linear combinations of number states. That such a subspace exists must be checked for the system at hand. Plane waves in infinite space and other non-normalisable states are not vectors of the Hilbert space, so the rule can't be applied to them in this form.

### How the Lean proofs carry out these steps

`CarriesCharge.shift` is the first calculation. The term `LinearMap.congr_fun hA v` applies the operator equation to `v`. The rewriting with `hv` and `map_smul` turns $A(Qv)$ into $bAv$, and the last line solves for $Q(Av)$ and splits $(b+q)Av$ into $bAv+qAv$, so that the two sides agree.

In `selection_rule`, the expression `hQ u (A v)` is the symmetry equation $\langle Qu,Av\rangle=\langle u,Q(Av)\rangle$. The next line inserts the two eigenvalue equations and takes the numbers out of the inner product. The lemma `Complex.conj_ofReal` removes the complex conjugation from `a`, which is where the proof uses that `a` is real. What remains is $a\langle u,Av\rangle=(b+q)\langle u,Av\rangle$. Instead of factoring the difference, Lean assumes that the matrix element is nonzero and cancels it. This gives $a=b+q$, first as complex and then as real numbers, and contradicts `hab`.

`CarriesCharge.mul` follows the product calculation. The tactic `noncomm_ring` verifies the rearrangement without ever exchanging the order of two operators, and the two commutation relations then supply $q$ and $r$. `CarriesCharge.pow` is the induction on `n`: the case zero concerns the identity operator, and the successor case writes $A^{n+1}=A^nA$ and uses the product result. `selection_rule_pow` then applies `selection_rule` to `A ^ n`. For a commuting operator, `selection_rule_of_commute` first shows that the charge is zero and then applies the same theorem.

The converse starts with `e.toBasis.ext`, which reduces the equality of two operators to their action on each basis vector `e j`. The intermediate statement `key` is $Q(Ae_j)=(l_j+q)Ae_j$. Its proof expands `A (e j)` with `e.sum_repr'` and compares the sums term by term. The case distinction `by_cases hi : l i = l j + q` is the alternative from the calculation above: the eigenvalue is the right one, or the coefficient vanishes. The tactic `module` then completes the subtraction $(l_j+q)Ae_j-l_jAe_j=qAe_j$.

The operators `numberOp` and `raiseOp` are $N$ and $R$. In `selection_rule_witness`, symmetry and the matrix element are computed from the inner product as a sum over two components. The commutation relation and the two eigenvalue equations are checked component by component.
